# With ħ = 1, J ≠ 0 and v > 0, the strongly dephased Landau-Zener probability (1 − exp(−4πJ²/v))/2 is less than the coherent P = 1 − exp(−2πJ²/v)

The theorem compares two closed formulas for the probability of a transition between the two diabatic states in a Landau-Zener sweep. Units have ħ = 1, J is the real, nonzero off-diagonal element of the Hamiltonian, and v > 0 is the rate at which the difference of the diabatic energies changes. The coherent formula is P = 1 − exp(−2πJ²/v), and the one for strong dephasing in the diabatic basis is (1 − exp(−4πJ²/v))/2. The theorem states that the dephased value equals P − P²/2 and is strictly smaller than P. Both formulas are taken as given; neither is derived from a time evolution. The attempt writes the dephased exponential as the square of the coherent one, which reduces the equality to algebra. For the inequality it shows that the coherent exponential is below 1, so that P² is positive.

In Lean, a first try:

```lean
import Mathlib

open Filter Topology Real ComplexConjugate

namespace DephasedLandauZener

noncomputable section

/-- The coherent Landau-Zener transition probability `1 - exp (-2 π J² / v)`. -/
def coherentProbability (J v : ℝ) : ℝ := 1 - Real.exp (-2 * π * J ^ 2 / v)

/-- For nonzero coupling, the dephased probability equals `P - P² / 2` in terms of the coherent
probability `P`, and it is strictly smaller than `P`. -/
theorem dephased_lt_coherent {J v : ℝ} (hJ : J ≠ 0) (hv : 0 < v) :
    (1 - Real.exp (-4 * π * J ^ 2 / v)) / 2
      = coherentProbability J v - coherentProbability J v ^ 2 / 2 ∧
    (1 - Real.exp (-4 * π * J ^ 2 / v)) / 2 < coherentProbability J v := by
  have hsq : Real.exp (-4 * π * J ^ 2 / v) = Real.exp (-2 * π * J ^ 2 / v) ^ 2 := by
    rw [sq, ← Real.exp_add]
    congr 1
    ring
  have hpos : 0 < 2 * π * J ^ 2 / v := by positivity
  have hneg : -2 * π * J ^ 2 / v < 0 := by
    rw [show -2 * π * J ^ 2 / v = -(2 * π * J ^ 2 / v) by ring]
    linarith
  have hlt : Real.exp (-2 * π * J ^ 2 / v) < 1 := Real.exp_lt_one hneg
  unfold coherentProbability
  rw [hsq]
  constructor
  · ring
  · nlinarith [mul_pos (sub_pos.mpr hlt) (sub_pos.mpr hlt)]

end

end DephasedLandauZener
```

Lean reports:

```
Main.lean:19:12: error: Tactic `rewrite` failed: Did not find an occurrence of the pattern
  rexp ?x * rexp ?y
in the target expression
  rexp (-4 * π * (J * J) / v) = rexp (-2 * π * (J * J) / v) ^ 2

J v : ℝ
hJ : J ≠ 0
hv : 0 < v
⊢ rexp (-4 * π * (J * J) / v) = rexp (-2 * π * (J * J) / v) ^ 2
Main.lean:26:50: error(lean.unknownIdentifier): Unknown constant `Real.exp_lt_one`
```

Cause. The first error comes from `rw [sq, ← Real.exp_add]`. Without an argument, `sq` can rewrite any square, and here it settled on `J ^ 2`, turning it into `J * J` on both sides, as the printed goal shows. The outer square of the exponential stayed as it was, so there was no product of exponentials for `← Real.exp_add` to combine. Giving `sq` the argument `Real.exp (-2 * π * J ^ 2 / v)` makes it expand that outer square instead. The resulting product becomes the exponential of a sum, and `congr 1` and `ring` can then finish by comparing exponents.

The second error is a missing name: Lean finds no constant `Real.exp_lt_one`. The repair uses `Real.exp_lt_one_iff`, which says that an exponential is below 1 exactly when its exponent is negative. Its `.mpr` direction turns `hneg`, the negativity of the exponent, into the required bound.

Lean accepts the file once it reads:

```diff
@@ -17,5 +17,5 @@
     (1 - Real.exp (-4 * π * J ^ 2 / v)) / 2 < coherentProbability J v := by
   have hsq : Real.exp (-4 * π * J ^ 2 / v) = Real.exp (-2 * π * J ^ 2 / v) ^ 2 := by
-    rw [sq, ← Real.exp_add]
+    rw [sq (Real.exp (-2 * π * J ^ 2 / v)), ← Real.exp_add]
     congr 1
     ring
@@ -24,5 +24,5 @@
     rw [show -2 * π * J ^ 2 / v = -(2 * π * J ^ 2 / v) by ring]
     linarith
-  have hlt : Real.exp (-2 * π * J ^ 2 / v) < 1 := Real.exp_lt_one hneg
+  have hlt : Real.exp (-2 * π * J ^ 2 / v) < 1 := Real.exp_lt_one_iff.mpr hneg
   unfold coherentProbability
   rw [hsq]
```
